# Absolute position moments of a two-sided exponential density in one dimension

For a real decay rate c > 0 and any natural number n, the lemma says that |x|ⁿ e^(−c|x|) is integrable over the real line and that its integral is 2·n!/cⁿ⁺¹. In physics, e^(−c|x|) is the position density |ψ|² of the one-dimensional wavefunction ψ(x) = e^(−c|x|/2), which is not normalised: its total weight is 2/c, so the normalised mean of |x|ⁿ is n!/cⁿ. The attempt gets the integral over x > 0 from a Gamma-function formula and doubles it by symmetry. It then proves integrability by contradiction, since Lean gives the integral of a non-integrable function the value 0, while the value found is positive.

As first written in Lean, the proof fails:

```lean
import Mathlib

open MeasureTheory Filter Topology

namespace AbsMoment

noncomputable section

/-- The absolute moments of a two-sided exponential with decay rate `c > 0` exist and equal
`2 n! / c^(n+1)`. -/
theorem abs_moment {c : ℝ} (hc : 0 < c) (n : ℕ) :
    Integrable (fun x : ℝ => |x| ^ n * Real.exp (-(c * |x|))) ∧
    ∫ x : ℝ, |x| ^ n * Real.exp (-(c * |x|)) = 2 * (n.factorial : ℝ) / c ^ (n + 1) := by
  -- the half-line integral is a Gamma function
  have h := Real.integral_rpow_mul_exp_neg_mul_Ioi (a := (n : ℝ) + 1) (r := c)
    (by positivity) hc
  rw [Real.Gamma_nat_eq_factorial] at h
  simp only [add_sub_cancel_right, Real.rpow_natCast] at h
  rw [← Nat.cast_succ (R := ℝ) n, Real.rpow_natCast] at h
  have hv : ∫ x : ℝ, |x| ^ n * Real.exp (-(c * |x|))
      = 2 * (n.factorial : ℝ) / c ^ (n + 1) := by
    refine Eq.trans (integral_comp_abs (f := fun t => t ^ n * Real.exp (-(c * t)))) ?_
    beta_reduce
    rw [h, one_div, inv_pow]
    ring
  refine ⟨?_, hv⟩
  by_contra hn
  rw [integral_undef hn] at hv
  have : 0 < 2 * (n.factorial : ℝ) / c ^ (n + 1) := by positivity
  linarith

end

end AbsMoment
```

Compiling this gives:

```
Try this:
  [apply] ring_nf
  
  The `ring` tactic failed to close the goal. Use `ring_nf` to obtain a normal form.
    
  Note that `ring` works primarily in *commutative* rings. If you have a noncommutative ring, abelian group or module, consider using `noncomm_ring`, `abel` or `module` instead.
Main.lean:21:47: error: unsolved goals
c : ℝ
hc : 0 < c
n : ℕ
h : ∫ (t : ℝ) in Set.Ioi 0, t ^ n * Real.exp (-(c * t)) = (1 / c) ^ n.succ * ↑n.factorial
⊢ c⁻¹ ^ n.succ * ↑n.factorial * 2 = c⁻¹ * c⁻¹ ^ n * ↑n.factorial * 2
```

The error is a goal left open in the proof of `hv`. The final `ring` could not close it and fell back to `ring_nf`, which is what the "Try this" message reports.

The two sides that remain are equal, but they write the exponent differently. Rewriting `h` backwards with `Nat.cast_succ` put the exponent in the form `n.succ`, and `rw [h, ...]` carried that into the goal, whose right side has `n + 1`. `ring` splits a power with exponent `n + 1` into one factor times an `n`-th power, as the right side of the leftover goal shows. Here it treated `n.succ` as an opaque exponent, so `c⁻¹ ^ n.succ` stayed whole and the two sides never matched.

The repair adds `Nat.succ_eq_add_one n` to the rewrite, which turns `n.succ` into `n + 1` before `ring` runs, and `ring` then closes the goal. Removing `beta_reduce` is mere tidying: `rw [h]` works without it.

Fix (accepted with no message):

```diff
@@ -21,6 +21,5 @@
       = 2 * (n.factorial : ℝ) / c ^ (n + 1) := by
     refine Eq.trans (integral_comp_abs (f := fun t => t ^ n * Real.exp (-(c * t)))) ?_
-    beta_reduce
-    rw [h, one_div, inv_pow]
+    rw [h, one_div, inv_pow, Nat.succ_eq_add_one n]
     ring
   refine ⟨?_, hv⟩
```
